# Rotations by 2π/n that preserve a three-dimensional lattice have n = 1, 2, 3, 4 or 6

## A five-fold axis in a periodic cell

Suppose a symmetry list for a periodic crystal contains a rotation by 72°. In lattice coordinates its matrix should have integer entries, since lattice vectors must go to lattice vectors. Its trace, however, is \(1+2\cos 72^\circ\approx 1.618\) in every basis, so no choice of cell makes the entries integers. Rounding them gives a matrix that is not this rotation in any basis.

For a perfectly periodic three-dimensional crystal, this gives a quick check on symmetry input: a proper rotation in fractional coordinates must have trace \(-1,0,1,2\) or \(3\).

## Lattice compatibility as a matrix equation

Let \(R\) be the rotation by \(a\) about the z axis, and let the columns of an invertible real matrix \(B\) be the lattice basis vectors. The rotation sends each of them to an integer combination of the basis vectors when
\[
RB=BM
\]
for an integer matrix \(M\). With \(A=B^{-1}\) this reads \(M=ARA^{-1}\).

In the Lean file, `rotZ a` is \(R\), and `LatticeCompatible a` says that suitable `A` and `M` exist. The condition `IsUnit A.det` means \(\det A\neq0\), and `M.map` reads the integer entries as real numbers. The main theorem, `latticeCompatible_iff_cos`, states that
\[
a\text{ is lattice compatible}\iff \cos a\in\{-1,-\tfrac12,0,\tfrac12,1\}.
\]
For angles \(2\pi/n\) with \(n\) a positive integer, `latticeCompatible_nfold_iff` turns this into \(n\in\{1,2,3,4,6\}\). The hypothesis `0 < n` is needed because Lean sets \(2\pi/0=0\), which is a compatible angle.

Since `A` is existentially quantified, compatibility means that some lattice admits the rotation, not that a given one does. The statements concern a single proper rotation; translations, improper operations and the classification of space groups do not enter.

## From the trace to five cosines

The trace is unchanged by a change of basis:
\[
\operatorname{tr}M=\operatorname{tr}(ARA^{-1})=\operatorname{tr}(A^{-1}AR)=\operatorname{tr}R=1+2\cos a .
\]
Hence \(2\cos a=\operatorname{tr}M-1\) is an integer. It lies between \(-2\) and \(2\), which leaves the five listed cosines.

## A lattice for each allowed cosine

Conversely, let \(k=2\cos a\) be an integer. If \(\sin a=0\), then \(R\) is diagonal with entries \(\cos a,\cos a,1\), all of them integers, and \(B=1\) works.

If \(\sin a\neq0\), take the basis \(e_x,\ Re_x,\ e_z\), where \(e_x\) and \(e_z\) are Cartesian unit vectors. Its determinant is \(\sin a\). The double-angle formulas give
\[
R(Re_x)=(2\cos^2a-1,\;2\sin a\cos a,\;0)=-e_x+k\,Re_x,
\]
so
\[
M=\begin{pmatrix}0&-1&0\\1&k&0\\0&0&1\end{pmatrix}.
\]

## The 60° rotation in numbers

For \(a=\pi/3\) we have \(k=1\), and the in-plane basis vectors are \((1,0,0)\) and \((\tfrac12,\tfrac{\sqrt3}2,0)\). The second is sent to
\[
(-\tfrac12,\tfrac{\sqrt3}2,0)=-(1,0,0)+(\tfrac12,\tfrac{\sqrt3}2,0),
\]
which is the middle column of \(M\). The trace is \(0+1+1=2=1+2\cos(\pi/3)\).

## Which orders survive

The cosine decreases strictly on \([0,\pi]\). Since \(\pi/3<2\pi/5<\pi/2\), we get \(0<\cos(2\pi/5)<\tfrac12\), which excludes \(n=5\). For \(n\ge7\), \(0<2\pi/n<\pi/3\) gives \(\tfrac12<\cos(2\pi/n)<1\), again not allowed. For \(n=1,2,3,4,6\) the cosines are \(1,-1,-\tfrac12,0,\tfrac12\), all allowed.

## The Lean file

```lean
import Mathlib

open scoped Real

namespace CrystallographicRestriction

noncomputable section

/-- The matrix of the rotation by the angle `a` about the z axis, in Cartesian coordinates. -/
def rotZ (a : ℝ) : Matrix (Fin 3) (Fin 3) ℝ :=
  !![Real.cos a, -Real.sin a, 0; Real.sin a, Real.cos a, 0; 0, 0, 1]

/-- The rotation by `a` is lattice compatible if an invertible real change of basis `A`
turns its matrix into a matrix `M` of integers. -/
def LatticeCompatible (a : ℝ) : Prop :=
  ∃ (A : Matrix (Fin 3) (Fin 3) ℝ) (M : Matrix (Fin 3) (Fin 3) ℤ),
    IsUnit A.det ∧ M.map (Int.cast : ℤ → ℝ) = A * rotZ a * A⁻¹

/-- The trace of a rotation by `a` about the z axis is `1 + 2 cos a`. -/
theorem trace_rotZ (a : ℝ) : (rotZ a).trace = 1 + 2 * Real.cos a := by
  simp [rotZ, Matrix.trace_fin_three]
  ring

/-- If an integer matrix `M` represents the rotation by `a` in some real basis, then
`2 cos a` is the integer `tr M - 1`. -/
theorem two_cos_eq_trace_sub_one {a : ℝ} {A : Matrix (Fin 3) (Fin 3) ℝ}
    {M : Matrix (Fin 3) (Fin 3) ℤ} (hA : IsUnit A.det)
    (h : M.map (Int.cast : ℤ → ℝ) = A * rotZ a * A⁻¹) :
    2 * Real.cos a = ((M.trace - 1 : ℤ) : ℝ) := by
  -- the trace does not depend on the basis
  have ht : (M.map (Int.cast : ℤ → ℝ)).trace = 1 + 2 * Real.cos a := by
    rw [h, Matrix.trace_mul_comm, ← Matrix.mul_assoc, Matrix.nonsing_inv_mul A hA,
      Matrix.one_mul, trace_rotZ]
  have hc : (M.map (Int.cast : ℤ → ℝ)).trace = (M.trace : ℝ) := by
    simp [Matrix.trace_fin_three]
  rw [Int.cast_sub, Int.cast_one]
  linarith

/-- If `2 cos a` is an integer, then `cos a` is one of `-1, -1/2, 0, 1/2, 1`. -/
theorem cos_mem_of_two_cos_int {a : ℝ} {k : ℤ} (h : 2 * Real.cos a = (k : ℝ)) :
    Real.cos a ∈ ({-1, -1/2, 0, 1/2, 1} : Set ℝ) := by
  have h1 : (-2 : ℤ) ≤ k := by
    have := Real.neg_one_le_cos a
    exact_mod_cast (show (-2 : ℝ) ≤ (k : ℝ) by linarith)
  have h2 : k ≤ (2 : ℤ) := by
    have := Real.cos_le_one a
    exact_mod_cast (show (k : ℝ) ≤ (2 : ℝ) by linarith)
  have hk : k = -2 ∨ k = -1 ∨ k = 0 ∨ k = 1 ∨ k = 2 := by omega
  simp only [Set.mem_insert_iff, Set.mem_singleton_iff]
  rcases hk with rfl | rfl | rfl | rfl | rfl <;> push_cast at h
  · exact Or.inl (by linarith)
  · exact Or.inr (Or.inl (by linarith))
  · exact Or.inr (Or.inr (Or.inl (by linarith)))
  · exact Or.inr (Or.inr (Or.inr (Or.inl (by linarith))))
  · exact Or.inr (Or.inr (Or.inr (Or.inr (by linarith))))

/-- If the rotation by `a` sends each vector of a basis (the columns of `B`) to an integer
combination of the basis vectors, then it is lattice compatible. -/
theorem latticeCompatible_of_basis {a : ℝ} {B : Matrix (Fin 3) (Fin 3) ℝ}
    {M : Matrix (Fin 3) (Fin 3) ℤ} (hB : IsUnit B.det)
    (h : rotZ a * B = B * M.map (Int.cast : ℤ → ℝ)) : LatticeCompatible a := by
  refine ⟨B⁻¹, M, Matrix.isUnit_nonsing_inv_det B hB, ?_⟩
  rw [Matrix.nonsing_inv_nonsing_inv B hB, Matrix.mul_assoc, h, ← Matrix.mul_assoc,
    Matrix.nonsing_inv_mul B hB, Matrix.one_mul]

/-- Crystallographic restriction: the rotation by `a` is lattice compatible exactly when
`cos a` is one of `-1, -1/2, 0, 1/2, 1`. -/
theorem latticeCompatible_iff_cos (a : ℝ) :
    LatticeCompatible a ↔ Real.cos a ∈ ({-1, -1/2, 0, 1/2, 1} : Set ℝ) := by
  constructor
  · rintro ⟨A, M, hA, h⟩
    exact cos_mem_of_two_cos_int (two_cos_eq_trace_sub_one hA h)
  · intro h
    simp only [Set.mem_insert_iff, Set.mem_singleton_iff] at h
    by_cases hs : Real.sin a = 0
    · -- the rotation matrix is diagonal with entries 1 or -1
      obtain ⟨c, hc⟩ : ∃ c : ℤ, Real.cos a = (c : ℝ) := by
        rcases Real.sin_eq_zero_iff_cos_eq.mp hs with h' | h'
        · exact ⟨1, by simp [h']⟩
        · exact ⟨-1, by simp [h']⟩
      apply latticeCompatible_of_basis (B := 1) (M := !![c, 0, 0; 0, c, 0; 0, 0, 1])
      · simp
      · rw [Matrix.mul_one, Matrix.one_mul]
        ext i j
        fin_cases i <;> fin_cases j <;> simp [rotZ, hs, hc]
    · obtain ⟨k, hk⟩ : ∃ k : ℤ, 2 * Real.cos a = (k : ℝ) := by
        rcases h with h | h | h | h | h
        · exact ⟨-2, by rw [h]; norm_num⟩
        · exact ⟨-1, by rw [h]; norm_num⟩
        · exact ⟨0, by rw [h]; norm_num⟩
        · exact ⟨1, by rw [h]; norm_num⟩
        · exact ⟨2, by rw [h]; norm_num⟩
      -- lattice basis: the x unit vector, its rotated image, and the z unit vector
      apply latticeCompatible_of_basis
        (B := !![1, Real.cos a, 0; 0, Real.sin a, 0; 0, 0, 1])
        (M := !![0, -1, 0; 1, k, 0; 0, 0, 1])
      · simp [Matrix.det_fin_three, hs]
      · have hsc := Real.sin_sq_add_cos_sq a
        ext i j
        fin_cases i <;> fin_cases j <;>
          simp [rotZ, Matrix.mul_apply, Fin.sum_univ_succ, ← hk] <;> nlinarith

/-- The rotation by `2π/5` is not lattice compatible. -/
theorem not_latticeCompatible_fivefold : ¬ LatticeCompatible (2 * π / 5) := by
  rw [latticeCompatible_iff_cos]
  intro h
  have hp := Real.pi_pos
  -- the angle lies strictly between 60 and 90 degrees
  have h1 : Real.cos (2 * π / 5) < Real.cos (π / 3) :=
    Real.cos_lt_cos_of_nonneg_of_le_pi (by linarith) (by linarith) (by linarith)
  have h2 : Real.cos (π / 2) < Real.cos (2 * π / 5) :=
    Real.cos_lt_cos_of_nonneg_of_le_pi (by linarith) (by linarith) (by linarith)
  rw [Real.cos_pi_div_three] at h1
  rw [Real.cos_pi_div_two] at h2
  simp only [Set.mem_insert_iff, Set.mem_singleton_iff] at h
  rcases h with h | h | h | h | h <;> linarith

/-- For a positive integer `n`, the rotation by `2π/n` is lattice compatible exactly when
`n` is 1, 2, 3, 4 or 6. -/
theorem latticeCompatible_nfold_iff {n : ℕ} (hn : 0 < n) :
    LatticeCompatible (2 * π / n) ↔ n = 1 ∨ n = 2 ∨ n = 3 ∨ n = 4 ∨ n = 6 := by
  constructor
  · intro h
    by_contra hne
    have hcases : n = 5 ∨ 7 ≤ n := by omega
    rcases hcases with rfl | h7
    · push_cast at h
      exact not_latticeCompatible_fivefold h
    · -- the angle lies strictly between 0 and 60 degrees
      have hp := Real.pi_pos
      have h7' : (7 : ℝ) ≤ (n : ℝ) := by exact_mod_cast h7
      have hn0 : (0 : ℝ) < (n : ℝ) := by linarith
      have hpos : 0 < 2 * π / (n : ℝ) := by positivity
      have hlt : 2 * π / (n : ℝ) < π / 3 := by
        rw [div_lt_div_iff₀ hn0 (by norm_num)]
        nlinarith [mul_le_mul_of_nonneg_left h7' hp.le]
      have h1 := Real.cos_lt_cos_of_nonneg_of_le_pi hpos.le (by linarith) hlt
      have h2 := Real.cos_lt_cos_of_nonneg_of_le_pi le_rfl (by linarith) hpos
      rw [Real.cos_pi_div_three] at h1
      rw [Real.cos_zero] at h2
      rw [latticeCompatible_iff_cos] at h
      simp only [Set.mem_insert_iff, Set.mem_singleton_iff] at h
      rcases h with h | h | h | h | h <;> linarith
  · intro h
    rw [latticeCompatible_iff_cos]
    rcases h with rfl | rfl | rfl | rfl | rfl
    · rw [show 2 * π / ((1 : ℕ) : ℝ) = 2 * π by norm_num, Real.cos_two_pi]
      norm_num
    · rw [show 2 * π / ((2 : ℕ) : ℝ) = π by push_cast; ring, Real.cos_pi]
      norm_num
    · rw [show 2 * π / ((3 : ℕ) : ℝ) = π - π / 3 by push_cast; ring, Real.cos_pi_sub,
        Real.cos_pi_div_three]
      norm_num
    · rw [show 2 * π / ((4 : ℕ) : ℝ) = π / 2 by push_cast; ring, Real.cos_pi_div_two]
      norm_num
    · rw [show 2 * π / ((6 : ℕ) : ℝ) = π / 3 by push_cast; ring, Real.cos_pi_div_three]
      norm_num

end

end CrystallographicRestriction
```

```lean
#print axioms CrystallographicRestriction.latticeCompatible_nfold_iff
-- 'CrystallographicRestriction.latticeCompatible_nfold_iff' depends on axioms: [propext, Classical.choice, Quot.sound]
```

## How the lemmas divide the work

`trace_rotZ` computes the trace of \(R\). In `two_cos_eq_trace_sub_one`, `Matrix.trace_mul_comm` moves \(A^{-1}\) to the front, where it cancels \(A\). `cos_mem_of_two_cos_int` carries the bounds on the cosine over to the integer, and `omega` lists the five possibilities.

For the converse, `latticeCompatible_of_basis` converts \(RB=BM\) into the definition by taking \(A=B^{-1}\). The main theorem then splits on whether \(\sin a=0\) and supplies the two bases above. The matrix equation is checked entry by entry after `fin_cases`; in the second case `nlinarith` has \(\sin^2a+\cos^2a=1\) available.

`not_latticeCompatible_fivefold` encloses the cosine between its values at \(\pi/2\) and \(\pi/3\), and `linarith` rejects each allowed value. The last theorem uses it for \(n=5\), repeats the enclosure for \(n\ge7\), and evaluates the five remaining cosines.
